# With lattice energy |Q| and linear electron–lattice coupling 1/2, relaxation leaves the Hubbard U unchanged

The theorem `effectiveU_cusp` concerns a center with one real lattice coordinate Q, whose energy with n electrons is ne + Un(n − 1)/2 + |Q| − nQ/2, where e and U are any real numbers. The relaxed energy E(n) is the infimum of this over Q, and the theorem states that E(0) + E(2) − 2E(1) = U. So turning two singly occupied centers into an empty and a doubly occupied one costs the bare U, even when every center is free to relax. The proof shows that Q = 0 minimises the energy for every real n from 0 to 2, and then applies the general criterion `effectiveU_eq_iff`, which also asks that the energies for n = 0 and n = 2 be bounded below.

In Lean, a first try:

```lean
import Mathlib

open scoped InnerProductSpace

namespace AnharmonicNegativeU

noncomputable section

variable {V : Type*} [NormedAddCommGroup V] [InnerProductSpace ℝ V]

/-- Energy of a center with `n` electrons at lattice geometry `Q`: level energy `e`, bare
repulsion `U`, arbitrary lattice energy `F`, and linear coupling `g` to the occupation. -/
def energy (e U : ℝ) (F : V → ℝ) (g : V) (n : ℝ) (Q : V) : ℝ :=
  n * e + U * n * (n - 1) / 2 + F Q - n * inner ℝ g Q

/-- Relaxed energy of the center with `n` electrons: the infimum over all geometries. -/
def relaxed (e U : ℝ) (F : V → ℝ) (g : V) (n : ℝ) : ℝ :=
  ⨅ Q, energy e U F g n Q

/-- Relaxed Hubbard energy: the cost of turning two singly occupied centers into an empty
and a doubly occupied one, each fully relaxed. -/
def effectiveU (e U : ℝ) (F : V → ℝ) (g : V) : ℝ :=
  relaxed e U F g 0 + relaxed e U F g 2 - 2 * relaxed e U F g 1

/-- At a fixed geometry the second difference of the energy in the occupation is the bare `U`. -/
theorem vertical_hubbard (e U : ℝ) (F : V → ℝ) (g Q : V) :
    energy e U F g 0 Q + energy e U F g 2 Q - 2 * energy e U F g 1 Q = U := by
  unfold energy
  ring

/-- If the empty and the doubly occupied center have energies bounded below, so has the
singly occupied one. -/
theorem singly_occupied_bddBelow (e U : ℝ) (F : V → ℝ) (g : V)
    (h0 : BddBelow (Set.range (energy e U F g 0)))
    (h2 : BddBelow (Set.range (energy e U F g 2))) :
    BddBelow (Set.range (energy e U F g 1)) := by
  obtain ⟨a, ha⟩ := h0
  obtain ⟨b, hb⟩ := h2
  refine ⟨(a + b - U) / 2, ?_⟩
  rintro _ ⟨Q, rfl⟩
  have h3 := ha ⟨Q, rfl⟩
  have h4 := hb ⟨Q, rfl⟩
  have h5 := vertical_hubbard e U F g Q
  linarith

/-- Suppose the empty and the doubly occupied center have energies bounded below. If `Q₁` is an
optimal geometry of the singly occupied center, the relaxed Hubbard energy equals the bare `U`
exactly when `Q₁` is also optimal for the empty and the doubly occupied center. -/
theorem effectiveU_eq_iff (e U : ℝ) (F : V → ℝ) (g Q₁ : V)
    (h0 : BddBelow (Set.range (energy e U F g 0)))
    (h2 : BddBelow (Set.range (energy e U F g 2)))
    (h1 : ∀ Q, energy e U F g 1 Q₁ ≤ energy e U F g 1 Q) :
    effectiveU e U F g = U ↔
      (∀ Q, energy e U F g 0 Q₁ ≤ energy e U F g 0 Q) ∧
      (∀ Q, energy e U F g 2 Q₁ ≤ energy e U F g 2 Q) := by
  have r0 : ∀ Q, relaxed e U F g 0 ≤ energy e U F g 0 Q := fun Q => ciInf_le h0 Q
  have r2 : ∀ Q, relaxed e U F g 2 ≤ energy e U F g 2 Q := fun Q => ciInf_le h2 Q
  have r1 : relaxed e U F g 1 = energy e U F g 1 Q₁ :=
    le_antisymm (ciInf_le (singly_occupied_bddBelow e U F g h0 h2) Q₁) (le_ciInf h1)
  have c := vertical_hubbard e U F g Q₁
  have a0 := r0 Q₁
  have a2 := r2 Q₁
  unfold effectiveU
  constructor
  · intro h
    exact ⟨fun Q => by linarith [r0 Q], fun Q => by linarith [r2 Q]⟩
  · rintro ⟨m0, m2⟩
    have b0 : energy e U F g 0 Q₁ ≤ relaxed e U F g 0 := le_ciInf m0
    have b2 : energy e U F g 2 Q₁ ≤ relaxed e U F g 2 := le_ciInf m2
    linarith

/-- For the cusped lattice energy `|Q|` in one dimension and coupling `1/2`, the relaxed
Hubbard energy equals the bare `U`. -/
theorem effectiveU_cusp (e U : ℝ) :
    effectiveU e U (fun Q : ℝ => |Q|) (1 / 2 : ℝ) = U := by
  have hi : ∀ x y : ℝ, inner ℝ x y = x * y := by
    intro x y
    simp [mul_comm]
  -- the cusp pins the geometry at the origin for all occupations up to two
  have hmin : ∀ n : ℝ, 0 ≤ n → n ≤ 2 → ∀ Q : ℝ,
      energy e U (fun Q : ℝ => |Q|) (1 / 2 : ℝ) n 0 ≤
        energy e U (fun Q : ℝ => |Q|) (1 / 2 : ℝ) n Q := by
    intro n hn hn2 Q
    simp only [energy, hi, abs_zero]
    nlinarith [mul_nonneg hn (sub_nonneg.2 (le_abs_self Q)),
      mul_nonneg (sub_nonneg.2 hn2) (abs_nonneg Q)]
  have m0 := hmin 0 (by norm_num) (by norm_num)
  have m1 := hmin 1 (by norm_num) (by norm_num)
  have m2 := hmin 2 (by norm_num) (by norm_num)
  refine (effectiveU_eq_iff e U _ _ 0 ⟨_, ?_⟩ ⟨_, ?_⟩ m1).2 ⟨m0, m2⟩
  · rintro _ ⟨Q, rfl⟩
    exact m0 Q
  · rintro _ ⟨Q, rfl⟩
    exact m2 Q

end

end AnharmonicNegativeU
```

Compiling this gives:

```
Main.lean:90:47: error: don't know how to synthesize placeholder for argument `w`
context:
e U : ℝ
hi : ∀ (x y : ℝ), ⟪x, y⟫_ℝ = x * y
hmin :
  ∀ (n : ℝ), 0 ≤ n → n ≤ 2 → ∀ (Q : ℝ), energy e U (fun Q => |Q|) (1 / 2) n 0 ≤ energy e U (fun Q => |Q|) (1 / 2) n Q
m0 : ∀ (Q : ℝ), energy e U (fun Q => |Q|) (1 / 2) 0 0 ≤ energy e U (fun Q => |Q|) (1 / 2) 0 Q
m1 : ∀ (Q : ℝ), energy e U (fun Q => |Q|) (1 / 2) 1 0 ≤ energy e U (fun Q => |Q|) (1 / 2) 1 Q
m2 : ∀ (Q : ℝ), energy e U (fun Q => |Q|) (1 / 2) 2 0 ≤ energy e U (fun Q => |Q|) (1 / 2) 2 Q
⊢ ℝ
Main.lean:90:39: error: don't know how to synthesize placeholder for argument `w`
context:
e U : ℝ
hi : ∀ (x y : ℝ), ⟪x, y⟫_ℝ = x * y
hmin :
  ∀ (n : ℝ), 0 ≤ n → n ≤ 2 → ∀ (Q : ℝ), energy e U (fun Q => |Q|) (1 / 2) n 0 ≤ energy e U (fun Q => |Q|) (1 / 2) n Q
m0 : ∀ (Q : ℝ), energy e U (fun Q => |Q|) (1 / 2) 0 0 ≤ energy e U (fun Q => |Q|) (1 / 2) 0 Q
m1 : ∀ (Q : ℝ), energy e U (fun Q => |Q|) (1 / 2) 1 0 ≤ energy e U (fun Q => |Q|) (1 / 2) 1 Q
m2 : ∀ (Q : ℝ), energy e U (fun Q => |Q|) (1 / 2) 2 0 ≤ energy e U (fun Q => |Q|) (1 / 2) 2 Q
⊢ ℝ
Main.lean:75:57: error: unsolved goals
e U : ℝ
hi : ∀ (x y : ℝ), ⟪x, y⟫_ℝ = x * y
hmin :
  ∀ (n : ℝ), 0 ≤ n → n ≤ 2 → ∀ (Q : ℝ), energy e U (fun Q => |Q|) (1 / 2) n 0 ≤ energy e U (fun Q => |Q|) (1 / 2) n Q
m0 : ∀ (Q : ℝ), energy e U (fun Q => |Q|) (1 / 2) 0 0 ≤ energy e U (fun Q => |Q|) (1 / 2) 0 Q
m1 : ∀ (Q : ℝ), energy e U (fun Q => |Q|) (1 / 2) 1 0 ≤ energy e U (fun Q => |Q|) (1 / 2) 1 Q
m2 : ∀ (Q : ℝ), energy e U (fun Q => |Q|) (1 / 2) 2 0 ≤ energy e U (fun Q => |Q|) (1 / 2) 2 Q
⊢ effectiveU e U (fun Q => |Q|) (1 / 2) = U
```

What went wrong. The first two messages point to the two `_` in `⟨_, ?_⟩ ⟨_, ?_⟩`. Each pair is meant to prove a `BddBelow` hypothesis, which says that some real number is a lower bound. The `_` stands for that number, the argument `w` of the messages, and the `?_` for the proof that it is a bound.

`refine` turns a `?_` into a new goal, but a `_` must be determined while the term itself is elaborated. Nothing in the term fixes either number. Only `exact m0 Q` and `exact m2 Q` in the later bullets would show which bounds are meant, and that is too late. The third message follows from this: since `refine` failed, the theorem's own goal stayed open.

The repair proves the two hypotheses first, as `b0` and `b2`, and writes out each bound, the energy at Q = 0 for n = 0 and for n = 2. The old bullet proofs then serve unchanged, and the final `exact` has no number left to find. Writing out the lattice energy and the coupling there in place of `_ _` is tidying, since no message complains of those two. The reworded comment has no effect on compilation.

The change, after which it compiles:

```diff
@@ -77,5 +77,5 @@
     intro x y
     simp [mul_comm]
-  -- the cusp pins the geometry at the origin for all occupations up to two
+  -- the origin is an optimal geometry for every occupation from zero to two
   have hmin : ∀ n : ℝ, 0 ≤ n → n ≤ 2 → ∀ Q : ℝ,
       energy e U (fun Q : ℝ => |Q|) (1 / 2 : ℝ) n 0 ≤
@@ -88,9 +88,13 @@
   have m1 := hmin 1 (by norm_num) (by norm_num)
   have m2 := hmin 2 (by norm_num) (by norm_num)
-  refine (effectiveU_eq_iff e U _ _ 0 ⟨_, ?_⟩ ⟨_, ?_⟩ m1).2 ⟨m0, m2⟩
-  · rintro _ ⟨Q, rfl⟩
+  have b0 : BddBelow (Set.range (energy e U (fun Q : ℝ => |Q|) (1 / 2 : ℝ) 0)) := by
+    refine ⟨energy e U (fun Q : ℝ => |Q|) (1 / 2 : ℝ) 0 0, ?_⟩
+    rintro _ ⟨Q, rfl⟩
     exact m0 Q
-  · rintro _ ⟨Q, rfl⟩
+  have b2 : BddBelow (Set.range (energy e U (fun Q : ℝ => |Q|) (1 / 2 : ℝ) 2)) := by
+    refine ⟨energy e U (fun Q : ℝ => |Q|) (1 / 2 : ℝ) 2 0, ?_⟩
+    rintro _ ⟨Q, rfl⟩
     exact m2 Q
+  exact (effectiveU_eq_iff e U (fun Q : ℝ => |Q|) (1 / 2 : ℝ) 0 b0 b2 m1).2 ⟨m0, m2⟩
 
 end
```
